# Back propagation of one particle on an L-site ring needs time of order L² to damp the longest-wavelength cosine modulation of the trial state by a fixed factor

Put one particle on a ring of two sites, $x=0,1$. Hops to the right and to the left join the same pair of sites, so with amplitude $-t$ for each, $t>0$, the Hamiltonian has off-diagonal element $-2t$. The uniform vector $(1,1)$ has energy $-2t$, and the alternating vector $(1,-1)$ has energy $+2t$. Take the trial state $T=(1+a,\,1-a)$ with real $a$. Propagation for imaginary time $\tau$ gives

$$e^{-\tau H}T=e^{2t\tau}\left[(1,1)+a\,e^{-4t\tau}(1,-1)\right].$$

Measured against the uniform ground state, the back-propagated density is $(1\pm a\,e^{-4t\tau})/2$. The charge order that the trial leaves in this density decays at a rate equal to the excitation energy of the alternating vector, here $4t$. On a longer ring the longest wave costs less energy, and its decay is slower.

## Density and decay time for L sites

For $L\ge 2$ sites, let $c(x)=\cos(2\pi x/L)$, $T(x)=1+a\,c(x)$ and $\Phi(x)=1$. With $n_x$ the projector on site $x$, the back-propagated density is

$$n_\tau(x)=\frac{\langle T|e^{-\tau H}n_x|\Phi\rangle}{\langle T|e^{-\tau H}|\Phi\rangle}=\frac{1+a\,e^{-g\tau}c(x)}{L},\qquad g=2t\left(1-\cos\frac{2\pi}{L}\right),$$

and $16t/L^2\le g\le 4\pi^2t/L^2$. Let $a\neq0$ and $0<\varepsilon\le1$. Bringing every site within $\varepsilon|a|/L$ of the exact density $1/L$ requires $\tau\ge L^2\log(1/\varepsilon)/(4\pi^2t)$, and $\tau\ge L^2\log(1/\varepsilon)/(16t)$ is enough.

## Choosing the back-propagation time

A code that estimates a density by back propagation relies on $\tau$ being long enough to filter the trial state. At $\tau=0$ the formula gives the mixed estimator, which deviates from the uniform density by $a\,c(x)/L$. In this non-interacting one-particle model, a $\tau$ tuned on a small ring and kept fixed leaves a growing fraction of that deviation as the ring grows. The model can also serve as a test case with a known answer at every $\tau$.

## From neighbour sums to the time bounds

The Hamiltonian acts as $(H\psi)(x)=-t[\psi(x+1)+\psi(x-1)]$, so $H\Phi=-2t\,\Phi$. For real $\psi$, shifting the summation index around the ring gives

$$\langle\psi|H|\psi\rangle+2t\langle\psi|\psi\rangle=t\sum_x[\psi(x+1)-\psi(x)]^2\ge0,$$

so no real wave function has lower energy. The same holds for complex ones: $H$ is real and symmetric, so $\langle\psi|H|\psi\rangle$ and $\langle\psi|\psi\rangle$ are sums of the contributions of the real and imaginary parts.

The addition formulas give $c(x+1)+c(x-1)=2\cos(2\pi/L)\,c(x)$. This also holds where the ring closes, because a shift by $L$ changes the angle by $2\pi$. Hence $Hc=-2t\cos(2\pi/L)\,c=(-2t+g)\,c$, and

$$e^{-\tau H}T=e^{2t\tau}\left[1+a\,e^{-g\tau}c\right].$$

Since $H$ is symmetric, the propagator can act on $T$ in both overlaps. The numerator is then the value of this vector at $x$, and the denominator is its sum over the ring. Write $S=\sum_x c(x)$. Summing the neighbour relation gives $2S=2\cos(2\pi/L)\,S$, and $\cos(2\pi/L)\ne1$ for $L\ge2$, so $S=0$. The denominator is $L\,e^{2t\tau}$, and the density formula follows.

For the bounds, write $g=4t\sin^2(\pi/L)$. From $\sin y\ge 2y/\pi$ on $[0,\pi/2]$ we get $\sin(\pi/L)\ge2/L$ and $g\ge16t/L^2$. From $\cos y\ge1-y^2/2$ we get $g\le4\pi^2t/L^2$.

The deviation from uniform density is

$$|n_\tau(x)-1/L|=\frac{|a|}{L}\,e^{-g\tau}|c(x)|.$$

Since $c(0)=1$, accuracy at site 0 forces $g\tau\ge\log(1/\varepsilon)\ge0$. So $\tau\ge0$, and the upper bound on $g$ gives the required time. Conversely, the lower bound on $g$ turns the sufficient time into $e^{-g\tau}\le\varepsilon$, and $|c(x)|\le1$ extends this to all sites.

## The ring model in Lean

```lean
import Mathlib

open Matrix
open scoped Matrix.Norms.Operator

namespace RingBackPropagation

noncomputable section

variable {L : ℕ} [NeZero L]

/-- The Hamiltonian of one particle on a ring of `L` sites, with amplitude `-t` for each hop
to the right and to the left (for `L ≤ 2` hops between the same sites add up). -/
def ringH (L : ℕ) [NeZero L] (t : ℝ) : Matrix (ZMod L) (ZMod L) ℝ :=
  Matrix.of fun x y => -t * ((if y = x + 1 then 1 else 0) + (if y = x - 1 then 1 else 0))

/-- The charge wave `cos (2πx/L)` of longest wavelength on the ring. -/
def wave (x : ZMod L) : ℝ := Real.cos (2 * Real.pi * (x.val : ℝ) / L)

/-- The trial state `T(x) = 1 + a cos (2πx/L)`. -/
def trial (a : ℝ) (x : ZMod L) : ℝ := 1 + a * wave x

/-- The energy `g = 2t (1 - cos (2π/L))`, for `L ≥ 1`. -/
def gap (L : ℕ) (t : ℝ) : ℝ := 2 * t * (1 - Real.cos (2 * Real.pi / L))

/-- The back-propagated density `⟨T|e^{-τH} n_x|Φ⟩ / ⟨T|e^{-τH}|Φ⟩` at site `x`, for states
with nonzero overlap `⟨T|e^{-τH}|Φ⟩`. -/
def backDensity (H : Matrix (ZMod L) (ZMod L) ℝ) (T Φ : ZMod L → ℝ) (τ : ℝ) (x : ZMod L) : ℝ :=
  (T ⬝ᵥ (NormedSpace.exp ((-τ) • H) *ᵥ (Matrix.diagonal (Pi.single x 1) *ᵥ Φ))) /
    (T ⬝ᵥ (NormedSpace.exp ((-τ) • H) *ᵥ Φ))

/-- The Hamiltonian maps a wave function to `-t` times the sum of its two neighbour values. -/
theorem ringH_mulVec (t : ℝ) (ψ : ZMod L → ℝ) (x : ZMod L) :
    (ringH L t *ᵥ ψ) x = -t * (ψ (x + 1) + ψ (x - 1)) := by
  have h : ∀ y, -t * ((if y = x + 1 then (1 : ℝ) else 0) + (if y = x - 1 then 1 else 0)) * ψ y
      = (if y = x + 1 then -t * ψ y else 0) + (if y = x - 1 then -t * ψ y else 0) := by
    intro y
    split_ifs <;> ring
  simp only [ringH, Matrix.mulVec, dotProduct, Matrix.of_apply, h, Finset.sum_add_distrib,
    Finset.sum_ite_eq', Finset.mem_univ, if_true]
  ring

/-- For `t ≥ 0` the uniform state is a ground state: it has energy `-2t`, and no real wave function
has a lower energy expectation value. -/
theorem uniform_ground_state {t : ℝ} (ht : 0 ≤ t) :
    ringH L t *ᵥ (fun _ => 1) = (-2 * t) • (fun _ => (1 : ℝ)) ∧
      ∀ ψ : ZMod L → ℝ, -2 * t * (ψ ⬝ᵥ ψ) ≤ ψ ⬝ᵥ (ringH L t *ᵥ ψ) := by
  constructor
  · funext x
    rw [ringH_mulVec, Pi.smul_apply, smul_eq_mul]
    ring
  · intro ψ
    -- translation invariance of sums over the ring
    have s1 : ∑ x, ψ x * ψ (x - 1) = ∑ x, ψ (x + 1) * ψ x := by
      have := Equiv.sum_comp (Equiv.addRight (1 : ZMod L)) (fun x => ψ x * ψ (x - 1))
      simpa using this.symm
    have s2 : ∑ x, ψ (x + 1) * ψ (x + 1) = ∑ x, ψ x * ψ x :=
      Equiv.sum_comp (Equiv.addRight (1 : ZMod L)) (fun x => ψ x * ψ x)
    have hE : ψ ⬝ᵥ (ringH L t *ᵥ ψ)
        = -t * (∑ x, ψ (x + 1) * ψ x + ∑ x, ψ x * ψ (x - 1)) := by
      simp only [dotProduct, ringH_mulVec]
      rw [← Finset.sum_add_distrib, Finset.mul_sum]
      exact Finset.sum_congr rfl fun x _ => by ring
    -- the excess energy is a sum of squared differences
    have hD : ∑ x, (ψ (x + 1) - ψ x) ^ 2 = ∑ x, ψ (x + 1) * ψ (x + 1)
        - 2 * ∑ x, ψ (x + 1) * ψ x + ∑ x, ψ x * ψ x := by
      rw [Finset.mul_sum, ← Finset.sum_sub_distrib, ← Finset.sum_add_distrib]
      exact Finset.sum_congr rfl fun x _ => by ring
    have h0 : 0 ≤ t * ∑ x, (ψ (x + 1) - ψ x) ^ 2 :=
      mul_nonneg ht (Finset.sum_nonneg fun x _ => sq_nonneg _)
    rw [hD, s2] at h0
    rw [hE, s1]
    simp only [dotProduct]
    nlinarith [h0]

/-- The two neighbour values of the charge wave add up to `2 cos (2π/L)` times its value. -/
theorem wave_neighbours (x : ZMod L) :
    wave (x + 1) + wave (x - 1) = 2 * Real.cos (2 * Real.pi / L) * wave x := by
  have hL : (L : ℝ) ≠ 0 := Nat.cast_ne_zero.mpr (NeZero.ne L)
  -- the wave is well defined on the ring
  have key : ∀ k : ℤ, wave (k : ZMod L) = Real.cos (2 * Real.pi * k / L) := by
    intro k
    obtain ⟨m, hm⟩ : ∃ m : ℤ, (((k : ZMod L).val : ℕ) : ℤ) = k - L * m :=
      ⟨k / L, by rw [ZMod.val_intCast, Int.emod_def]⟩
    have hr : (((k : ZMod L).val : ℕ) : ℝ) = k - L * m := by exact_mod_cast hm
    have harg : 2 * Real.pi * ((k : ℝ) - L * m) / L
        = 2 * Real.pi * k / L - m * (2 * Real.pi) := by
      field_simp
    rw [wave, hr, harg, Real.cos_sub_int_mul_two_pi]
  have h1 : x + 1 = (((x.val : ℤ) + 1 : ℤ) : ZMod L) := by simp
  have h2 : x - 1 = (((x.val : ℤ) - 1 : ℤ) : ZMod L) := by simp
  rw [h1, h2, key, key, wave]
  push_cast
  rw [show 2 * Real.pi * ((x.val : ℝ) + 1) / L
      = 2 * Real.pi * (x.val : ℝ) / L + 2 * Real.pi / L by ring,
    show 2 * Real.pi * ((x.val : ℝ) - 1) / L
      = 2 * Real.pi * (x.val : ℝ) / L - 2 * Real.pi / L by ring,
    Real.cos_add, Real.cos_sub]
  ring

/-- For `L ≥ 2` and `t ≥ 0` the energy `g` lies between `16t/L²` and `4π²t/L²`. -/
theorem gap_bounds {L : ℕ} (hL : 2 ≤ L) {t : ℝ} (ht : 0 ≤ t) :
    16 * t / (L : ℝ) ^ 2 ≤ gap L t ∧ gap L t ≤ 4 * Real.pi ^ 2 * t / (L : ℝ) ^ 2 := by
  have h2 : (2 : ℝ) ≤ L := by exact_mod_cast hL
  have h0 : (0 : ℝ) < L := by linarith
  have hpi := Real.pi_pos
  constructor
  · have hs : 2 / (L : ℝ) ≤ Real.sin (Real.pi / L) := by
      have h := Real.mul_le_sin (x := Real.pi / L) (by positivity) (by gcongr)
      have e : 2 / Real.pi * (Real.pi / L) = 2 / (L : ℝ) := by field_simp
      rwa [e] at h
    have hsq : (2 / (L : ℝ)) ^ 2 ≤ Real.sin (Real.pi / L) ^ 2 :=
      pow_le_pow_left₀ (by positivity) hs 2
    have hg : gap L t = 4 * t * Real.sin (Real.pi / L) ^ 2 := by
      rw [gap, show 2 * Real.pi / (L : ℝ) = 2 * (Real.pi / L) by ring, Real.cos_two_mul]
      linear_combination (-4 * t) * Real.sin_sq_add_cos_sq (Real.pi / L)
    calc 16 * t / (L : ℝ) ^ 2 = 4 * t * (2 / (L : ℝ)) ^ 2 := by ring
      _ ≤ 4 * t * Real.sin (Real.pi / L) ^ 2 := by gcongr
      _ = gap L t := hg.symm
  · have hc := Real.one_sub_sq_div_two_le_cos (x := 2 * Real.pi / L)
    calc gap L t ≤ 2 * t * ((2 * Real.pi / L) ^ 2 / 2) :=
          mul_le_mul_of_nonneg_left (by linarith) (by positivity)
      _ = 4 * Real.pi ^ 2 * t / (L : ℝ) ^ 2 := by ring

/-- The exponential of a matrix multiplies an eigenvector by the exponential of its eigenvalue. -/
theorem exp_mulVec_eigenvector (A : Matrix (ZMod L) (ZMod L) ℝ) (v : ZMod L → ℝ) (μ : ℝ)
    (h : A *ᵥ v = μ • v) : NormedSpace.exp A *ᵥ v = Real.exp μ • v := by
  have hpow : ∀ n : ℕ, A ^ n *ᵥ v = μ ^ n • v := by
    intro n
    induction n with
    | zero => simp
    | succ n ih =>
      rw [pow_succ, ← Matrix.mulVec_mulVec, h, Matrix.mulVec_smul, ih, smul_smul, pow_succ,
        mul_comm]
  let f : Matrix (ZMod L) (ZMod L) ℝ →+ (ZMod L → ℝ) :=
    { toFun := fun M => M *ᵥ v
      map_zero' := Matrix.zero_mulVec v
      map_add' := fun M N => Matrix.add_mulVec M N v }
  have hf : Continuous f := Continuous.matrix_mulVec continuous_id continuous_const
  -- compare the two exponential series term by term
  have hA := (NormedSpace.exp_series_hasSum_exp' (𝕂 := ℝ) A).map f hf
  have hμ := (NormedSpace.exp_series_hasSum_exp' (𝕂 := ℝ) μ).smul_const v
  rw [Real.exp_eq_exp_ℝ]
  refine hA.unique ?_
  convert hμ using 1
  funext n
  change ((n.factorial : ℝ)⁻¹ • A ^ n) *ᵥ v = ((n.factorial : ℝ)⁻¹ • μ ^ n) • v
  rw [Matrix.smul_mulVec, hpow, smul_assoc]

/-- Imaginary-time propagation of the trial state multiplies it by `e^{2tτ}` and its charge wave
by a further factor `e^{-gτ}`. -/
theorem propagated_trial (t a τ : ℝ) (x : ZMod L) :
    (NormedSpace.exp ((-τ) • ringH L t) *ᵥ trial a) x
      = Real.exp (2 * t * τ) * (1 + a * Real.exp (-(gap L t * τ)) * wave x) := by
  have h1 := exp_mulVec_eigenvector ((-τ) • ringH L t) (fun _ => 1) (2 * t * τ) (by
    funext y
    rw [Matrix.smul_mulVec, Pi.smul_apply, ringH_mulVec, Pi.smul_apply, smul_eq_mul, smul_eq_mul]
    ring)
  have h2 := exp_mulVec_eigenvector ((-τ) • ringH L t) wave (2 * t * τ + -(gap L t * τ)) (by
    funext y
    rw [Matrix.smul_mulVec, Pi.smul_apply, ringH_mulVec, Pi.smul_apply, smul_eq_mul, smul_eq_mul,
      wave_neighbours, gap]
    ring)
  have hT : (trial a : ZMod L → ℝ) = (fun _ => 1) + a • wave := by
    funext y
    simp [trial]
  rw [hT, Matrix.mulVec_add, Matrix.mulVec_smul, h1, h2, Real.exp_add]
  simp only [Pi.add_apply, Pi.smul_apply, smul_eq_mul]
  ring

/-- On a ring of `L ≥ 2` sites with the trial state `1 + a cos (2πx/L)` and the uniform state as
`Φ`, the density back-propagated for time `τ` is `(1 + a e^{-gτ} cos (2πx/L)) / L`. -/
theorem backDensity_eq (hL : 2 ≤ L) (t a τ : ℝ) (x : ZMod L) :
    backDensity (ringH L t) (trial a) (fun _ => 1) τ x
      = (1 + a * Real.exp (-(gap L t * τ)) * wave x) / L := by
  have hL0 : (0 : ℝ) < L := by exact_mod_cast (by omega : 0 < L)
  -- the wave carries no net charge
  have hsum : ∑ y : ZMod L, wave y = 0 := by
    have e1 : ∑ y : ZMod L, wave (y + 1) = ∑ y : ZMod L, wave y :=
      Equiv.sum_comp (Equiv.addRight (1 : ZMod L)) wave
    have e2 : ∑ y : ZMod L, wave (y - 1) = ∑ y : ZMod L, wave y :=
      Equiv.sum_comp (Equiv.subRight (1 : ZMod L)) wave
    have e3 : ∑ y : ZMod L, (wave (y + 1) + wave (y - 1))
        = 2 * Real.cos (2 * Real.pi / L) * ∑ y : ZMod L, wave y := by
      rw [Finset.mul_sum]
      exact Finset.sum_congr rfl fun y _ => wave_neighbours y
    rw [Finset.sum_add_distrib, e1, e2] at e3
    have hg : 0 < gap L 1 := lt_of_lt_of_le (by positivity) (gap_bounds hL zero_le_one).1
    have hz : gap L 1 * ∑ y : ZMod L, wave y = 0 := by
      rw [gap]
      linear_combination e3
    exact (mul_eq_zero.mp hz).resolve_left hg.ne'
  have hH : (ringH L t)ᵀ = ringH L t := by
    ext u v
    have h1 : u = v + 1 ↔ v = u - 1 :=
      ⟨fun h => by rw [h, add_sub_cancel_right], fun h => by rw [h, sub_add_cancel]⟩
    have h2 : u = v - 1 ↔ v = u + 1 :=
      ⟨fun h => by rw [h, sub_add_cancel], fun h => by rw [h, add_sub_cancel_right]⟩
    simp only [Matrix.transpose_apply, ringH, Matrix.of_apply, h1, h2]
    ring
  -- let the propagator act on the trial state
  have hmove : ∀ w : ZMod L → ℝ, trial a ⬝ᵥ (NormedSpace.exp ((-τ) • ringH L t) *ᵥ w)
      = (NormedSpace.exp ((-τ) • ringH L t) *ᵥ trial a) ⬝ᵥ w := by
    intro w
    rw [Matrix.dotProduct_mulVec, ← Matrix.mulVec_transpose, ← Matrix.exp_transpose,
      Matrix.transpose_smul, hH]
  have hnum : (NormedSpace.exp ((-τ) • ringH L t) *ᵥ trial a) ⬝ᵥ
      (Matrix.diagonal (Pi.single x 1) *ᵥ (fun _ => 1))
      = Real.exp (2 * t * τ) * (1 + a * Real.exp (-(gap L t * τ)) * wave x) := by
    rw [← propagated_trial]
    simp [dotProduct, Matrix.mulVec_diagonal, Pi.single_apply]
  have hden : (NormedSpace.exp ((-τ) • ringH L t) *ᵥ trial a) ⬝ᵥ (fun _ => 1)
      = Real.exp (2 * t * τ) * L := by
    simp only [dotProduct, propagated_trial, mul_one]
    rw [← Finset.mul_sum, Finset.sum_add_distrib, ← Finset.mul_sum, hsum]
    simp [ZMod.card]
  rw [backDensity, hmove, hmove, hnum, hden, mul_div_mul_left _ _ (Real.exp_pos _).ne']

/-- Let `L ≥ 2`, `t > 0`, `a ≠ 0` and `0 < ε ≤ 1`. For the trial state `1 + a cos (2πx/L)` and the
uniform state as `Φ`, bringing the back-propagated density at all sites within `ε|a|/L` of `1/L`
requires `τ ≥ L² log(1/ε)/(4π²t)`, and `τ ≥ L² log(1/ε)/(16t)` suffices. -/
theorem charge_order_removal_time (hL : 2 ≤ L) {t a ε : ℝ} (τ : ℝ) (ht : 0 < t) (ha : a ≠ 0)
    (hε : 0 < ε) (hε1 : ε ≤ 1) :
    ((∀ x : ZMod L, |backDensity (ringH L t) (trial a) (fun _ => 1) τ x - 1 / L|
        ≤ ε * (|a| / L)) → (L : ℝ) ^ 2 * Real.log (1 / ε) / (4 * Real.pi ^ 2 * t) ≤ τ) ∧
    ((L : ℝ) ^ 2 * Real.log (1 / ε) / (16 * t) ≤ τ →
      ∀ x : ZMod L, |backDensity (ringH L t) (trial a) (fun _ => 1) τ x - 1 / L|
        ≤ ε * (|a| / L)) := by
  have hL0 : (0 : ℝ) < L := by exact_mod_cast (by omega : 0 < L)
  have hpi := Real.pi_pos
  have ha' : 0 < |a| / L := div_pos (abs_pos.mpr ha) hL0
  obtain ⟨hlo, hhi⟩ := gap_bounds hL ht.le
  have hg : 0 < gap L t := lt_of_lt_of_le (by positivity) hlo
  have hlog : Real.log (1 / ε) = -Real.log ε := by rw [one_div, Real.log_inv]
  have hneg : Real.log ε ≤ 0 := Real.log_nonpos hε.le hε1
  have hdev : ∀ x : ZMod L, |backDensity (ringH L t) (trial a) (fun _ => 1) τ x - 1 / L|
      = Real.exp (-(gap L t * τ)) * |wave x| * (|a| / L) := by
    intro x
    rw [backDensity_eq hL, show (1 + a * Real.exp (-(gap L t * τ)) * wave x) / (L : ℝ) - 1 / L
      = Real.exp (-(gap L t * τ)) * wave x * (a / L) by ring, abs_mul, abs_mul, abs_div,
      abs_of_pos (Real.exp_pos _), abs_of_pos hL0]
  constructor
  · intro h
    -- site 0 shows the full amplitude
    have h0 := h 0
    have hw : wave (0 : ZMod L) = 1 := by simp [wave]
    rw [hdev, hw, abs_one, mul_one] at h0
    have h1 := (Real.le_log_iff_exp_le hε).2 (le_of_mul_le_mul_right h0 ha')
    have hτ : 0 ≤ τ := by
      by_contra hc
      have := mul_neg_of_pos_of_neg hg (not_le.mp hc)
      linarith
    have h2 := mul_le_mul_of_nonneg_right hhi hτ
    rw [div_le_iff₀ (by positivity), hlog]
    calc (L : ℝ) ^ 2 * -Real.log ε
        ≤ (L : ℝ) ^ 2 * (4 * Real.pi ^ 2 * t / (L : ℝ) ^ 2 * τ) :=
          mul_le_mul_of_nonneg_left (by linarith) (by positivity)
      _ = τ * (4 * Real.pi ^ 2 * t) := by field_simp
  · intro h x
    have hl : 0 ≤ Real.log (1 / ε) := by linarith
    have hτ : 0 ≤ τ := le_trans (by positivity) h
    have h1 : Real.log (1 / ε) ≤ gap L t * τ := by
      calc Real.log (1 / ε)
          = 16 * t / (L : ℝ) ^ 2 * ((L : ℝ) ^ 2 * Real.log (1 / ε) / (16 * t)) := by field_simp
        _ ≤ 16 * t / (L : ℝ) ^ 2 * τ := mul_le_mul_of_nonneg_left h (by positivity)
        _ ≤ gap L t * τ := mul_le_mul_of_nonneg_right hlo hτ
    have h2 : Real.exp (-(gap L t * τ)) ≤ ε :=
      (Real.le_log_iff_exp_le hε).1 (by linarith)
    have hw : |wave x| ≤ 1 := Real.abs_cos_le_one _
    rw [hdev]
    refine mul_le_mul_of_nonneg_right ?_ ha'.le
    exact (mul_le_of_le_one_right (Real.exp_pos _).le hw).trans h2

end

end RingBackPropagation
```

```lean
#print axioms RingBackPropagation.uniform_ground_state
#print axioms RingBackPropagation.propagated_trial
#print axioms RingBackPropagation.charge_order_removal_time
```

```
'RingBackPropagation.uniform_ground_state' depends on axioms: [propext, Classical.choice, Quot.sound]
'RingBackPropagation.propagated_trial' depends on axioms: [propext, Classical.choice, Quot.sound]
'RingBackPropagation.charge_order_removal_time' depends on axioms: [propext, Classical.choice, Quot.sound]
```

## What the statements say about the ring

Sites are elements of `ZMod L`, so `x + 1` wraps around. `ringH L t` is the hopping matrix, `wave` is $c$, `trial a` is $T$ and `gap L t` is $g$. The docstrings call $c$ a charge wave because it is the pattern of the deviation in $n_\tau$; a particle in the state $c$ itself has a density proportional to $c^2$. The parameter $t$ is the tunnelling energy between neighbouring sites, and $\tau$ is an inverse energy ($\hbar=1$). In `backDensity`, `Matrix.diagonal (Pi.single x 1)` is $n_x$, and `fun _ => 1` is $\Phi$. The normalised ground state is $\Phi/\sqrt L$; the factor cancels in the ratio, as does the norm of $T$.

`backDensity_eq` holds for all real $t$, $a$ and $\tau$. `uniform_ground_state` needs $t\ge0$ and bounds the energy of real wave functions; it does not state uniqueness. `charge_order_removal_time` contains both time bounds, for $t>0$. Its tolerance is relative to the initial amplitude $|a|/L$.

The model has a single particle, the propagator is the exact matrix exponential and $\Phi$ is the exact ground state. The theorems therefore say nothing about time-step error, sampling noise, constraints on walkers, interactions or several particles. The $L^2$ law is for this trial, whose order lies entirely in the longest wave.

## How the lemmas carry the derivation

`ringH_mulVec` reduces the matrix product to the neighbour sum. In `uniform_ground_state`, `Equiv.sum_comp` shifts the summation index and `hD` expands the squared differences. In `wave_neighbours`, the step `key` deals with the closing of the ring, and the cosine addition formulas do the rest. `gap_bounds` uses the two trigonometric inequalities above.

`exp_mulVec_eigenvector` compares the exponential series of the matrix, applied to an eigenvector, with the scalar series term by term. `propagated_trial` applies it to the uniform state and to the wave. Within `backDensity_eq`, `hsum` proves $S=0$, `hH` proves symmetry, `hmove` transfers the propagator to $T$, and `hnum` and `hden` evaluate the two overlaps. In the last theorem, `hdev` is the deviation formula; the necessary time comes from site 0, and the sufficient time from $|c(x)|\le1$.
